# For two diabatic parabolas of equal curvature with minima at 0 and 1, the BEP slope is the position of their crossing

When the same bond of an adsorbed molecule breaks on a series of metal surfaces, the activation energy often follows the reaction energy almost linearly. This is a Brønsted–Evans–Polanyi (BEP) relation, and its slope is commonly read as a measure of how product-like the transition state is. I know the sketch behind this reading: a reactant curve and a product curve cross, and the reaction energy \(D\) shifts the product curve up or down. For the parabolas \(Lx^2\) and \(L(x-1)^2+D\) with \(L>0\), the slope should be \(1/2+D/(2L)\), between 0 and 1 only if \(|D|<L\). For straight lines it should be constant. Can this be derived rigorously, with a proof that Lean 4 has checked?

## Differentiating the crossing condition

Yes, for curves along one dimensionless coordinate \(x\), with the reactant minimum at \(x=0\) and the product minimum at \(x=1\). Energies are measured from the reactant minimum. The constant \(L\) is the reorganisation energy: the cost of taking the reactant curve to the product geometry. It is the same for both curves and stays fixed while \(D\) varies.

Start with general curves \(R(x)\) and \(P(x)+E\), where \(E\) is a variable reaction energy and \(x(E)\) is the crossing point. Differentiate \(R(x(E))=P(x(E))+E\) at \(E=D\). With gradients \(r=R'\) and \(p=P'\) at the crossing, and \(v=x'(D)\),

\[
rv=pv+1,\qquad\text{so}\qquad (r-p)v=1 .
\]

Hence \(r\neq p\), and the crossing energy changes at the rate \(rv=r/(r-p)\).

For the parabolas, the quadratic terms cancel:

\[
Lx^2=L(x-1)^2+D \iff 2Lx=L+D \iff x=x^*=\frac{L+D}{2L}=\frac12+\frac{D}{2L}.
\]

There is exactly one crossing. Its energy \(B\) and the derivative of that energy are

\[
B(D)=L(x^*)^2=\frac{(L+D)^2}{4L},\qquad B'(D)=\frac{L+D}{2L}=x^* .
\]

The general formula agrees: \(r=2Lx^*\) and \(p=2L(x^*-1)\), so \(r-p=2L\) and \(r/(r-p)=x^*\). Multiplying \(0<x^*<1\) by \(2L\) gives \(-L<D<L\).

If \(|D|\le L\), then \(x^*\) lies in \([0,1]\). Up to \(x^*\) the reactant parabola rises to \(B\), and beyond it the product parabola falls from \(B\). The lower of the two curves therefore never exceeds \(B\) between the minima, and it reaches \(B\) at \(x^*\).

Expanding the square about a reference value \(D_0\) gives the error of a linear relation:

\[
B(D)-\bigl[B(D_0)+B'(D_0)(D-D_0)\bigr]=\frac{(D-D_0)^2}{4L}.
\]

For the lines \(ax\) and \(D+b(1-x)\) with \(a,b>0\), the crossing is at \(x=(D+b)/(a+b)\), which lies strictly between 0 and 1 exactly when \(-b<D<a\). The energy there is \(a(D+b)/(a+b)\), with slope \(a/(a+b)\) for every \(D\). Here the slope does not follow the crossing as it moves: the two are equal only at \(D=a-b\).

## A series with L = 2 eV

At \(D_0=-0.4\) eV the crossing is at \(x^*=1.6/4=0.4\), and the barrier is \(2\times0.4^2=0.32\) eV. For a surface with \(D=-0.2\) eV, the tangent of slope 0.4 predicts \(0.32+0.4\times0.2=0.400\) eV. The exact value is \(1.8^2/8=0.405\) eV, and the difference is \(0.2^2/8=0.005\) eV.

In catalyst screening, where a BEP relation stands in for transition-state searches, the error formula shows how the linear estimate degrades away from its reference point, within this two-curve model at fixed \(L\).

## How the Lean statements describe the curves

All quantities are real numbers, with energies in one common unit. `reactant` and `productCurve` are the parabolas. `crossing L D` is defined by the formula for \(x^*\), and `crossing_iff` proves that the curves meet there and nowhere else. `barrier L D` is the reactant energy at that point.

The main theorem, `parabolic_bep`, combines the unique crossing, the barrier formula, the slope, its equality with the crossing position, and the condition \(|D|<L\). `HasDerivAt (barrier L) s D` says that the barrier, as a function of reaction energy at fixed \(L\), has derivative \(s\) at \(D\). `Set.Ioo 0 1` is the open interval.

`barrier_isGreatest` justifies the word "barrier" for \(|D|\le L\): the crossing energy is the greatest value of the lower curve on \([0,1]\). The other parabola theorems hold for every \(D\), but for \(|D|>L\) the crossing lies outside the stretch between the minima. For the lines, `linear_bep` covers the crossing, its range and the slope.

In `slope_of_crossing`, the crossing condition is required for all reaction energies near \(D\), and the differentiability of the moving crossing point is assumed.

The model has no electronic coupling, which would round off the crossing and lower the barrier. It also does not show that a real series of surfaces shares one \(L\), so the empirical BEP correlation is not derived from first principles.

```lean
import Mathlib

open Filter Topology

namespace BEPFromDiabaticCrossing

noncomputable section

/-- Reactant diabatic parabola, with its minimum at `x = 0` and energy zero there. -/
def reactant (L x : ℝ) : ℝ := L * x ^ 2

/-- Product diabatic parabola, with its minimum at `x = 1` and energy `D` there. -/
def productCurve (L D x : ℝ) : ℝ := L * (x - 1) ^ 2 + D

/-- Position on the reaction coordinate assigned to the crossing of the parabolas. -/
def crossing (L D : ℝ) : ℝ := (L + D) / (2 * L)

/-- Reactant energy at the crossing, measured from the reactant minimum. -/
def barrier (L D : ℝ) : ℝ := reactant L (crossing L D)

/-- Reactant diabatic line of gradient `a`. -/
def lineReactant (a x : ℝ) : ℝ := a * x

/-- Product diabatic line of gradient `-b`, with energy `D` at `x = 1`. -/
def lineProduct (b D x : ℝ) : ℝ := D + b * (1 - x)

/-- Position on the reaction coordinate assigned to the crossing of the lines. -/
def lineCrossing (a b D : ℝ) : ℝ := (D + b) / (a + b)

/-- Energy of the reactant line at the crossing. -/
def lineBarrier (a b D : ℝ) : ℝ := lineReactant a (lineCrossing a b D)

/-- If the product curve `P` is shifted rigidly by the reaction energy and the crossing point moves
differentiably, the gradients `r` and `p` of the two curves at the crossing differ, and the
crossing energy changes with reaction energy at the rate `r / (r - p)`. -/
theorem slope_of_crossing {R P x : ℝ → ℝ} {D r p v : ℝ}
    (hx : HasDerivAt x v D) (hR : HasDerivAt R r (x D)) (hP : HasDerivAt P p (x D))
    (hc : ∀ᶠ E in 𝓝 D, R (x E) = P (x E) + E) :
    r ≠ p ∧ HasDerivAt (fun E => R (x E)) (r / (r - p)) D := by
  have h1 : HasDerivAt (fun E => R (x E)) (r * v) D := hR.comp D hx
  have h2 : HasDerivAt (fun E => P (x E) + E) (p * v + 1) D :=
    (hP.comp D hx).fun_add (hasDerivAt_id' D)
  -- both sides of the crossing condition have the same derivative
  have h3 : r * v = p * v + 1 := h1.unique (h2.congr_of_eventuallyEq hc)
  have hne : r ≠ p := by
    rintro rfl
    linarith
  refine ⟨hne, h1.congr_deriv ?_⟩
  rw [eq_div_iff (sub_ne_zero.2 hne)]
  linear_combination r * h3

/-- The two parabolas have equal energy at `crossing L D` and nowhere else. -/
theorem crossing_iff {L : ℝ} (hL : 0 < L) (D x : ℝ) :
    reactant L x = productCurve L D x ↔ x = crossing L D := by
  have h2 : (2 * L) ≠ 0 := by positivity
  unfold reactant productCurve crossing
  rw [eq_div_iff h2]
  constructor <;> intro h <;> linear_combination h

/-- The energy at the crossing of the parabolas is `(L + D)² / (4 L)`. -/
theorem barrier_eq {L : ℝ} (hL : 0 < L) (D : ℝ) :
    barrier L D = (L + D) ^ 2 / (4 * L) := by
  have hL0 : L ≠ 0 := hL.ne'
  unfold barrier reactant crossing
  field_simp
  ring

/-- For `|D| ≤ L`, the crossing energy is the highest point of the lower of the two
parabolas on the way from the reactant minimum to the product minimum. -/
theorem barrier_isGreatest {L D : ℝ} (hL : 0 < L) (hD : |D| ≤ L) :
    IsGreatest ((fun x => min (reactant L x) (productCurve L D x)) '' Set.Icc 0 1)
      (barrier L D) := by
  obtain ⟨hD1, hD2⟩ := abs_le.1 hD
  have h2 : 0 < 2 * L := by positivity
  have hc0 : 0 ≤ crossing L D := by
    unfold crossing
    exact div_nonneg (by linarith) h2.le
  have hc1 : crossing L D ≤ 1 := by
    unfold crossing
    exact (div_le_one h2).2 (by linarith)
  have hc : reactant L (crossing L D) = productCurve L D (crossing L D) :=
    (crossing_iff hL D _).2 rfl
  constructor
  · refine ⟨crossing L D, ⟨hc0, hc1⟩, ?_⟩
    change min (reactant L (crossing L D)) (productCurve L D (crossing L D))
      = reactant L (crossing L D)
    rw [← hc, min_self]
  · rintro _ ⟨x, ⟨h0, h1⟩, rfl⟩
    change min (reactant L x) (productCurve L D x) ≤ reactant L (crossing L D)
    rcases le_total x (crossing L D) with h | h
    · -- before the crossing the reactant parabola is still rising
      refine (min_le_left _ _).trans ?_
      unfold reactant
      exact mul_le_mul_of_nonneg_left (pow_le_pow_left₀ h0 h 2) hL.le
    · -- after the crossing the product parabola is falling
      refine (min_le_right _ _).trans ?_
      rw [hc]
      have hsq : (x - 1) ^ 2 ≤ (crossing L D - 1) ^ 2 := by
        nlinarith [mul_nonneg (sub_nonneg.2 h) (sub_nonneg.2 h1),
          mul_nonneg (sub_nonneg.2 h) (sub_nonneg.2 hc1)]
      have hm := mul_le_mul_of_nonneg_left hsq hL.le
      unfold productCurve
      linarith

/-- The parabolas cross at exactly one point, with energy `(L + D)² / (4 L)`; the slope of this
energy against `D` is `1/2 + D / (2 L)`, which equals the position of the crossing and lies
strictly between 0 and 1 exactly when `|D| < L`. -/
theorem parabolic_bep {L : ℝ} (hL : 0 < L) (D : ℝ) :
    (∀ x, reactant L x = productCurve L D x ↔ x = crossing L D) ∧
    barrier L D = (L + D) ^ 2 / (4 * L) ∧
    HasDerivAt (barrier L) (1 / 2 + D / (2 * L)) D ∧
    crossing L D = 1 / 2 + D / (2 * L) ∧
    (1 / 2 + D / (2 * L) ∈ Set.Ioo (0 : ℝ) 1 ↔ |D| < L) := by
  have hL0 : L ≠ 0 := hL.ne'
  have h2 : 0 < 2 * L := by positivity
  have e : crossing L D = 1 / 2 + D / (2 * L) := by
    unfold crossing
    field_simp
  refine ⟨crossing_iff hL D, barrier_eq hL D, ?_, e, ?_⟩
  · -- differentiate the closed form of the barrier
    have hb : barrier L = fun E => (L + E) * (L + E) / (4 * L) := by
      funext E
      rw [barrier_eq hL E, pow_two]
    have h1 : HasDerivAt (fun E : ℝ => L + E) 1 D := (hasDerivAt_id' D).const_add L
    rw [hb]
    refine ((h1.fun_mul h1).div_const (4 * L)).congr_deriv ?_
    field_simp
    ring
  · rw [← e, Set.mem_Ioo, abs_lt]
    unfold crossing
    rw [lt_div_iff₀ h2, div_lt_iff₀ h2]
    constructor <;> rintro ⟨h3, h4⟩ <;> constructor <;> linarith

/-- The barrier differs from its linear BEP relation tangent at `D₀` by exactly
`(D - D₀)² / (4 L)`. -/
theorem linear_bep_error {L : ℝ} (hL : 0 < L) (D₀ D : ℝ) :
    barrier L D - (barrier L D₀ + (1 / 2 + D₀ / (2 * L)) * (D - D₀))
      = (D - D₀) ^ 2 / (4 * L) := by
  have hL0 : L ≠ 0 := hL.ne'
  rw [barrier_eq hL, barrier_eq hL]
  field_simp
  ring

/-- Straight diabatic lines cross at exactly one point, which lies strictly between the end
points exactly when `-b < D < a`; the slope of the crossing energy against `D` is
`a / (a + b)` for every `D`, a number strictly between 0 and 1. -/
theorem linear_bep {a b : ℝ} (ha : 0 < a) (hb : 0 < b) (D : ℝ) :
    (∀ x, lineReactant a x = lineProduct b D x ↔ x = lineCrossing a b D) ∧
    (lineCrossing a b D ∈ Set.Ioo (0 : ℝ) 1 ↔ -b < D ∧ D < a) ∧
    HasDerivAt (lineBarrier a b) (a / (a + b)) D ∧
    a / (a + b) ∈ Set.Ioo (0 : ℝ) 1 := by
  have hab : 0 < a + b := by positivity
  refine ⟨fun x => ?_, ?_, ?_, div_pos ha hab, (div_lt_one hab).2 (by linarith)⟩
  · unfold lineReactant lineProduct lineCrossing
    rw [eq_div_iff hab.ne']
    constructor <;> intro h <;> linear_combination h
  · unfold lineCrossing
    rw [Set.mem_Ioo, lt_div_iff₀ hab, div_lt_iff₀ hab]
    constructor <;> rintro ⟨h1, h2⟩ <;> constructor <;> linarith
  · -- the crossing energy is an affine function of the reaction energy
    have h : HasDerivAt (lineBarrier a b) (a * (1 / (a + b))) D :=
      (((hasDerivAt_id' D).add_const b).div_const (a + b)).const_mul a
    exact h.congr_deriv (by ring)

end

end BEPFromDiabaticCrossing
```

```lean
#print axioms BEPFromDiabaticCrossing.barrier_isGreatest
#print axioms BEPFromDiabaticCrossing.parabolic_bep
#print axioms BEPFromDiabaticCrossing.linear_bep_error
#print axioms BEPFromDiabaticCrossing.linear_bep
```

```
'BEPFromDiabaticCrossing.barrier_isGreatest' depends on axioms: [propext, Classical.choice, Quot.sound]
'BEPFromDiabaticCrossing.parabolic_bep' depends on axioms: [propext, Classical.choice, Quot.sound]
'BEPFromDiabaticCrossing.linear_bep_error' depends on axioms: [propext, Classical.choice, Quot.sound]
'BEPFromDiabaticCrossing.linear_bep' depends on axioms: [propext, Classical.choice, Quot.sound]
```

## From the algebra to the tactics

`slope_of_crossing` differentiates both sides of the crossing condition by the chain rule. Since a derivative is unique, this gives `h3`, the equation \(rv=pv+1\). Setting \(r=p\) would give \(0=1\), and multiplying `h3` by \(r\) yields the quotient.

`crossing_iff` clears the denominator \(2L\), after which `linear_combination` handles both directions. `barrier_eq` and `linear_bep_error` are algebraic identities, closed by `field_simp` and `ring`.

`barrier_isGreatest` first shows that the value is attained at \(x^*\), then splits the interval there. On the left it uses \(x^2\le (x^*)^2\). On the right, `nlinarith` proves \((x-1)^2\le(x^*-1)^2\).

`parabolic_bep` differentiates the closed form of the barrier as a product, independently of `slope_of_crossing`, and gets the interval condition by multiplying through by \(2L\). `linear_bep` follows the same pattern, with an affine function to differentiate.
